# Delayed relaxation x′(t) = −a x(t) − b x(t−τ) with real a, b: every characteristic root has negative real part at every delay τ ≥ 0 exactly when a + b > 0 and a ≥ b

**Q:** Take a quantity $x$ pushed back towards zero at unit rate, but by a force that responds to its value a time $\tau$ ago: $x'(t)=-x(t-\tau)$. Without delay, $x$ decays as $e^{-t}$. At $\tau=\pi/2$, $x=\cos t$ is a solution, because $-\cos(t-\pi/2)=-\sin t$. The restoring force comes a quarter period late and no longer damps. If I add prompt damping, how much makes the system safe against any delay, and does your formal statement really answer that?

**A:** The law is then $x'(t)=-a\,x(t)-b\,x(t-\tau)$, where $a$ is the rate of the prompt response and $b$ that of the delayed one. With positive $b$, the delayed term opposes the displacement a time $\tau$ ago, which need not have the sign of the present one. Here $\tau$ is the delay, not a relaxation time. The answer is $a+b>0$ and $a\ge b$, if "safe" means that every exponential mode decays.

In Lean 4 with Mathlib:

```lean
import Mathlib

namespace DelayedResponse

noncomputable section
```

The modes are governed by a characteristic function of a complex rate $s$.

```lean
/-- The characteristic function `s + a + b exp(-s τ)` of the delayed relaxation law
`x'(t) = -a x(t) - b x(t - τ)`. -/
def charFn (a b τ : ℝ) (s : ℂ) : ℂ := s + a + b * Complex.exp (-s * τ)
```

**Q:** What does "stable" mean in the code? I care about signals, not about roots.

**A:** It means that every complex root has negative real part. The convention is $e^{st}$. If you write modes as $e^{-izt}$ with a complex frequency $z$, then $s=-iz$, and stability puts every root in the lower half of the $z$ plane.

```lean
/-- Stability at delay `τ`: every complex characteristic root has negative real part. -/
def IsStable (a b τ : ℝ) : Prop := ∀ s : ℂ, charFn a b τ s = 0 → s.re < 0
```

A purely imaginary root already violates this definition, so a persistent oscillation counts as loss of stability even if nothing grows. The step from the roots to your signals, namely that a general solution with an arbitrary history decays when all roots have negative real part, is a matter for the theory of delay equations and is not part of these theorems.

Two more quantities describe the marginal oscillation: its angular frequency $\omega=\sqrt{b^2-a^2}$ and the delay $\tau_*=\arccos(-a/b)/\omega$. Together they carry this meaning for $|a|<b$, the only case in which they are used here.

```lean
/-- The angular frequency `√(b² - a²)` of the marginal oscillation, meant for `|a| < b`. -/
def crossingFrequency (a b : ℝ) : ℝ := Real.sqrt (b ^ 2 - a ^ 2)

/-- The delay `arccos(-a/b) / √(b² - a²)`, meant for `|a| < b`. -/
def criticalDelay (a b : ℝ) : ℝ := Real.arccos (-a / b) / crossingFrequency a b
```

**Q:** Then at least show me that the roots belong to the delay equation, and not just to a function that you wrote down.

**A:** Insert $x=e^{st}$. The equation becomes
$$s\,e^{st}=-a\,e^{st}-b\,e^{st}e^{-s\tau},$$
and division by $e^{st}\neq0$ leaves $s+a+b\,e^{-s\tau}=0$. The theorem states this in both directions, with `HasDerivAt` expressing that the complex mode satisfies the law at each real time $t$.

```lean
/-- The exponential `exp(s t)` solves `x'(t) = -a x(t) - b x(t - τ)` at all times
exactly when `s` is a characteristic root. -/
theorem exponential_mode_iff (a b τ : ℝ) (s : ℂ) :
    (∀ t : ℝ, HasDerivAt (fun u : ℝ => Complex.exp (s * u))
      (-(a : ℂ) * Complex.exp (s * t) - b * Complex.exp (s * (t - τ))) t) ↔
      charFn a b τ s = 0 := by
  have hd (t : ℝ) : HasDerivAt (fun u : ℝ => Complex.exp (s * u))
      (Complex.exp (s * t) * s) t := by
    have h1 : HasDerivAt (fun z : ℂ => Complex.exp (s * z))
        (Complex.exp (s * t) * (s * 1)) (t : ℂ) :=
      ((hasDerivAt_id (t : ℂ)).const_mul s).cexp
    exact h1.comp_ofReal.congr_deriv (by ring)
  -- the delay multiplies the mode by a constant factor
  have hsplit (t : ℝ) : Complex.exp (s * (t - τ)) =
      Complex.exp (s * t) * Complex.exp (-s * τ) := by
    rw [← Complex.exp_add]
    congr 1
    ring
  constructor
  · intro h
    have h0 := (hd 0).unique (h 0)
    rw [hsplit 0, Complex.ofReal_zero, mul_zero, Complex.exp_zero] at h0
    unfold charFn
    linear_combination h0
  · intro h t
    unfold charFn at h
    refine (hd t).congr_deriv ?_
    rw [hsplit t]
    linear_combination Complex.exp (s * t) * h
```

In the proof, `hd` differentiates the exponential and `hsplit` takes out the factor $e^{-s\tau}$. One direction compares the two derivatives at $t=0$, and the other multiplies the root equation by $e^{st}$.

**Q:** The root equation is transcendental and has infinitely many roots when $b\ne0$ and $\tau>0$. How can you control them all?

**A:** By finding where a non-decaying root could be. Write $s=\sigma+i\nu$ and $E=e^{-\sigma\tau}$. The real and imaginary parts give
$$\sigma+a+bE\cos\nu\tau=0,\qquad \nu-bE\sin\nu\tau=0.$$

```lean
/-- The characteristic equation is equivalent to two real equations, one for its real part
and one for its imaginary part. -/
theorem charFn_eq_zero_iff (a b τ : ℝ) (s : ℂ) : charFn a b τ s = 0 ↔
    s.re + a + b * (Real.exp (-(s.re * τ)) * Real.cos (s.im * τ)) = 0 ∧
    s.im - b * (Real.exp (-(s.re * τ)) * Real.sin (s.im * τ)) = 0 := by
  have hre : (charFn a b τ s).re =
      s.re + a + b * (Real.exp (-(s.re * τ)) * Real.cos (s.im * τ)) := by
    simp [charFn, Complex.exp_re, Complex.exp_im]
  have him : (charFn a b τ s).im =
      s.im - b * (Real.exp (-(s.re * τ)) * Real.sin (s.im * τ)) := by
    simp [charFn, Complex.exp_re, Complex.exp_im, sub_eq_add_neg]
  rw [Complex.ext_iff, hre, him]
  simp only [Complex.zero_re, Complex.zero_im]
```

Move the trigonometric terms to the right, square and add:
$$(\sigma+a)^2+\nu^2=b^2E^2.$$
If $\sigma\ge0$ and $\tau\ge0$, then $E\le1$, so the root lies in the disc $|s+a|\le|b|$, whatever the delay.

```lean
/-- For a nonnegative delay, a characteristic root with nonnegative real part lies in the
disc `|s + a| ≤ |b|`, written here with squares. -/
theorem nondecaying_root_bound {a b τ : ℝ} {s : ℂ} (hτ : 0 ≤ τ) (hx : 0 ≤ s.re)
    (hs : charFn a b τ s = 0) : (s.re + a) ^ 2 + s.im ^ 2 ≤ b ^ 2 := by
  obtain ⟨h1, h2⟩ := (charFn_eq_zero_iff a b τ s).1 hs
  have hE : Real.exp (-(s.re * τ)) ≤ 1 :=
    Real.exp_le_one_iff.2 (neg_nonpos.2 (mul_nonneg hx hτ))
  have hE0 := Real.exp_pos (-(s.re * τ))
  have htrig := Real.sin_sq_add_cos_sq (s.im * τ)
  set E := Real.exp (-(s.re * τ))
  set c := Real.cos (s.im * τ)
  set d := Real.sin (s.im * τ)
  have key : (s.re + a) ^ 2 + s.im ^ 2 = b ^ 2 * E ^ 2 := by
    linear_combination (s.re + a - b * (E * c)) * h1 + (s.im + b * (E * d)) * h2 +
      b ^ 2 * E ^ 2 * htrig
  have hE2 : E ^ 2 ≤ 1 := pow_le_one₀ hE0.le hE
  rw [key]
  exact mul_le_of_le_one_right (sq_nonneg b) hE2
```

The line `key` is the squared identity, obtained by `linear_combination` from the two equations and $\sin^2+\cos^2=1$. The bound `hE2` then removes $E$.

**Q:** And strong prompt damping keeps that disc away from the growing side?

**A:** Almost: for $a=b$ it touches the imaginary axis at the origin. Suppose $a+b>0$ and $b\le a$. Then $2a\ge a+b>0$, so $a>0$, and $(a-b)(a+b)\ge0$ gives $b^2\le a^2$. For a root with $\sigma\ge0$ the disc bound becomes
$$\sigma^2+2a\sigma+\nu^2\le b^2-a^2\le0.$$
Every term on the left is nonnegative, so $\sigma=\nu=0$. But $s=0$ in the root equation gives $a+b=0$, a contradiction.

```lean
/-- If `a + b > 0` and `b ≤ a`, the delayed relaxation is stable at every nonnegative delay. -/
theorem stable_of_dominant_damping {a b τ : ℝ} (hab : 0 < a + b) (hba : b ≤ a)
    (hτ : 0 ≤ τ) : IsStable a b τ := by
  intro s hs
  by_contra hn
  have hx : 0 ≤ s.re := not_lt.1 hn
  have hbound := nondecaying_root_bound hτ hx hs
  have ha : 0 < a := by linarith
  have hsq : b ^ 2 ≤ a ^ 2 := by nlinarith [mul_nonneg (sub_nonneg.2 hba) hab.le]
  -- the disc meets the closed right half-plane at most at the origin
  have hx0 : s.re = 0 := le_antisymm
    (le_of_not_gt fun hp => by
      nlinarith [mul_pos ha hp, sq_nonneg s.re, sq_nonneg s.im]) hx
  have hy2 : s.im ^ 2 = 0 := le_antisymm
    (by nlinarith [mul_nonneg ha.le hx, sq_nonneg s.re]) (sq_nonneg _)
  have hy0 : s.im = 0 := (pow_eq_zero_iff two_ne_zero).1 hy2
  have h1 := ((charFn_eq_zero_iff a b τ s).1 hs).1
  simp only [hx0, hy0, zero_mul, neg_zero, Real.exp_zero, Real.cos_zero, mul_one,
    zero_add] at h1
  linarith
```

The code follows the same order: `hsq` compares the squares, `hx0` and `hy0` force the root to the origin, and the real-part equation finishes.

**Q:** That shows the condition is sufficient. A bound that ignores the phase could still be far too cautious.

**A:** It isn't, because for $|a|<b$ there is a delay at which an undamped oscillation solves the equation. Put $\theta=\omega\tau_*=\arccos(-a/b)$. Then $\cos\theta=-a/b$ and $\sin\theta=\sqrt{1-a^2/b^2}=\omega/b$, so
$$i\omega+a+b(\cos\theta-i\sin\theta)=i\omega+a-a-i\omega=0.$$
Thus $s=i\omega$ is a root at $\tau_*$.

```lean
/-- If `|a| < b`, then at the critical delay `iω` is a characteristic root, where `ω` is
the crossing frequency. -/
theorem imaginary_root_at_criticalDelay {a b : ℝ} (h : |a| < b) :
    charFn a b (criticalDelay a b) (crossingFrequency a b * Complex.I) = 0 := by
  obtain ⟨hl, hr⟩ := abs_lt.1 h
  have hb : 0 < b := lt_of_le_of_lt (abs_nonneg a) h
  have hw : 0 < crossingFrequency a b := Real.sqrt_pos.2 (by nlinarith)
  have hre : ((crossingFrequency a b : ℂ) * Complex.I).re = 0 := by simp
  have him : ((crossingFrequency a b : ℂ) * Complex.I).im = crossingFrequency a b := by simp
  have hphase : crossingFrequency a b * criticalDelay a b = Real.arccos (-a / b) := by
    unfold criticalDelay
    field_simp
  have hcos : Real.cos (Real.arccos (-a / b)) = -a / b :=
    Real.cos_arccos (by rw [le_div_iff₀ hb]; linarith) (by rw [div_le_iff₀ hb]; linarith)
  have hsin : Real.sin (Real.arccos (-a / b)) = crossingFrequency a b / b := by
    have hq : 1 - (-a / b) ^ 2 = (b ^ 2 - a ^ 2) / b ^ 2 := by
      rw [neg_div, neg_sq, div_pow, sub_div, div_self (pow_ne_zero 2 hb.ne')]
    rw [Real.sin_arccos, hq, Real.sqrt_div' _ (sq_nonneg b), Real.sqrt_sq hb.le]
    rfl
  have e1 : b * (-a / b) = -a := by field_simp
  have e2 : b * (crossingFrequency a b / b) = crossingFrequency a b := by field_simp
  rw [charFn_eq_zero_iff, hre, him, hphase, hcos, hsin, zero_mul, neg_zero,
    Real.exp_zero, one_mul, one_mul, e1, e2]
  constructor <;> ring
```

The facts `hphase`, `hcos` and `hsin` are these three relations, inserted into the real and imaginary equations.

**Q:** Give me numbers.

**A:** Take $a=3$ and $b=5$ in inverse time units. Then $\omega=\sqrt{25-9}=4$, $\theta=\arccos(-0.6)\approx2.214$ and $\tau_*\approx0.554$. The check is $4i+3+5(-0.6-0.8i)=0$. Exchange the rates, $a=5$ and $b=3$, and the system is stable at every delay.

**Q:** So how is the full criterion put together?

**A:** Assume stability for all $\tau\ge0$. At $\tau=0$ the only root is $-(a+b)$, so $a+b>0$. If $a<b$ as well, then $-b<a<b$, and the root $i\omega$ at $\tau_*\ge0$ contradicts stability. Hence $a\ge b$. The converse is the disc argument.

```lean
/-- Delay-independent stability: all roots of `s + a + b exp(-s τ) = 0` have negative real
part for every delay `τ ≥ 0` if and only if `a + b > 0` and `a ≥ b`. -/
theorem delay_independent_stability_iff (a b : ℝ) :
    (∀ τ : ℝ, 0 ≤ τ → IsStable a b τ) ↔ 0 < a + b ∧ a ≥ b := by
  constructor
  · intro h
    -- without delay the only root is -(a + b)
    have hab : 0 < a + b := by
      have h0 := h 0 le_rfl ((-(a + b) : ℝ) : ℂ) (by
        unfold charFn
        rw [Complex.ofReal_zero, mul_zero, Complex.exp_zero]
        push_cast
        ring)
      rw [Complex.ofReal_re] at h0
      linarith
    refine ⟨hab, ?_⟩
    by_contra hn
    have hlt : a < b := not_le.1 hn
    -- otherwise the critical delay has an undamped root
    have h1 := h (criticalDelay a b)
      (div_nonneg (Real.arccos_nonneg _) (Real.sqrt_nonneg _)) _
      (imaginary_root_at_criticalDelay (abs_lt.2 ⟨by linarith, hlt⟩))
    simp at h1
  · rintro ⟨hab, hba⟩ τ hτ
    exact stable_of_dominant_damping hab hba hτ
```

The quantifier matters: `∀ τ : ℝ, 0 ≤ τ → IsStable a b τ` asks for stability at each fixed delay separately. It doesn't promise a common decay rate for all delays, nor does it treat a delay that changes in time.

**Q:** My delay is known and short. I don't need protection against all of them.

**A:** For $0\le a<b$, every delay below $\tau_*$ is stable. Suppose a root has $\sigma\ge0$ at some $0\le\tau<\tau_*$. The disc bound gives $\nu^2\le b^2-(\sigma+a)^2\le\omega^2$, so $|\nu|\tau\le\omega\tau<\theta\le\pi$. Cosine decreases on $[0,\pi]$ and is even, hence $\cos\nu\tau>-a/b$, that is, $a+b\cos\nu\tau>0$. But the left side of the real-part equation can be written as
$$\sigma+a(1-E)+E\,(a+b\cos\nu\tau),$$
where the first two terms are nonnegative and the last is positive. It can't vanish.

```lean
/-- For `0 ≤ a < b`, the delayed relaxation is stable at every nonnegative delay below the
critical delay. -/
theorem stable_below_criticalDelay {a b τ : ℝ} (ha : 0 ≤ a) (hab : a < b)
    (hτ : 0 ≤ τ) (hlt : τ < criticalDelay a b) : IsStable a b τ := by
  intro s hs
  by_contra hn
  have hx : 0 ≤ s.re := not_lt.1 hn
  have hb : 0 < b := lt_of_le_of_lt ha hab
  have hw : 0 < crossingFrequency a b := Real.sqrt_pos.2 (by nlinarith)
  have hbound := nondecaying_root_bound hτ hx hs
  have hy : |s.im| ≤ crossingFrequency a b :=
    Real.abs_le_sqrt (by nlinarith [mul_nonneg ha hx, sq_nonneg s.re])
  -- the phase gathered during the delay is too small for a nondecaying root
  have hphase : |s.im| * τ < Real.arccos (-a / b) := by
    have h1 : τ * crossingFrequency a b < Real.arccos (-a / b) := (lt_div_iff₀ hw).1 hlt
    have h2 := mul_le_mul_of_nonneg_left hy hτ
    linarith [mul_comm τ |s.im|]
  have hcos := Real.cos_lt_cos_of_nonneg_of_le_pi
    (mul_nonneg (abs_nonneg s.im) hτ) (Real.arccos_le_pi _) hphase
  have heven : Real.cos (|s.im| * τ) = Real.cos (s.im * τ) := by
    rcases abs_choice s.im with h | h
    · rw [h]
    · rw [h, neg_mul, Real.cos_neg]
  rw [heven, Real.cos_arccos (by rw [le_div_iff₀ hb]; linarith)
    (by rw [div_le_iff₀ hb]; linarith), div_lt_iff₀ hb] at hcos
  have h1 := ((charFn_eq_zero_iff a b τ s).1 hs).1
  have hE : Real.exp (-(s.re * τ)) ≤ 1 :=
    Real.exp_le_one_iff.2 (neg_nonpos.2 (mul_nonneg hx hτ))
  have hpos : 0 < Real.cos (s.im * τ) * b + a := by linarith
  nlinarith [mul_pos (Real.exp_pos (-(s.re * τ))) hpos, mul_nonneg ha (sub_nonneg.2 hE)]
```

Here `hy` bounds the frequency, `hphase` the phase gathered during the delay, and `hpos` is the positive bracket. The last `nlinarith` combines the three terms. Together with the root at $\tau_*$, this makes $\tau_*$ the first delay at which stability is lost. In the example with $a=3$ and $b=5$, that is about $0.554$.

**Q:** Does it return my quarter period?

**A:** Yes. For $a=0$ and $b>0$ we have $\omega=b$ and $\arccos0=\pi/2$, so $\tau_*=\pi/(2b)$, which is $\pi/2$ at unit rate. The last theorem states stability below this value and its failure at it; it makes no statement about longer delays.

```lean
/-- Purely delayed feedback `x'(t) = -b x(t - τ)` with `b > 0` is stable for
`0 ≤ τ < π/(2b)` and is not stable at `τ = π/(2b)`. -/
theorem pure_delayed_feedback {b : ℝ} (hb : 0 < b) :
    (∀ τ : ℝ, 0 ≤ τ → τ < Real.pi / (2 * b) → IsStable 0 b τ) ∧
      ¬ IsStable 0 b (Real.pi / (2 * b)) := by
  have hc : criticalDelay 0 b = Real.pi / (2 * b) := by
    unfold criticalDelay crossingFrequency
    rw [neg_zero, zero_div, Real.arccos_zero, show b ^ 2 - (0 : ℝ) ^ 2 = b ^ 2 by ring,
      Real.sqrt_sq hb.le, div_div]
  rw [← hc]
  refine ⟨fun τ hτ hlt => stable_below_criticalDelay le_rfl hb hτ hlt, fun h => ?_⟩
  have h1 := h _ (imaginary_root_at_criticalDelay (by rwa [abs_zero]))
  simp at h1

end

end DelayedResponse
```

The proof evaluates `criticalDelay 0 b`, then applies `stable_below_criticalDelay` for the stable range and `imaginary_root_at_criticalDelay` for the failure at its end.

**Q:** Where would I meet this in a simulation?

**A:** In a control loop that steers an observable with a measurement of fixed age, provided that the observable's deviation from its target obeys a first-order linear law in continuous time, with a real relaxation rate and a feedback proportional to the measured deviation. An oscillator with a second-order equation of motion is not covered. A finite time step, noise or coupling between modes needs its own analysis.

```lean
#print axioms DelayedResponse.exponential_mode_iff
#print axioms DelayedResponse.delay_independent_stability_iff
#print axioms DelayedResponse.pure_delayed_feedback
```

```
'DelayedResponse.exponential_mode_iff' depends on axioms: [propext, Classical.choice, Quot.sound]
'DelayedResponse.delay_independent_stability_iff' depends on axioms: [propext, Classical.choice, Quot.sound]
'DelayedResponse.pure_delayed_feedback' depends on axioms: [propext, Classical.choice, Quot.sound]
```
